# Flat lattice gauge fields on a torus are classified by commuting Wilson loops up to simultaneous conjugation

Take a periodic N × M lattice, N, M ≥ 1, with links in any group and every plaquette equal to 1. The two straight Wilson loops through the origin commute. Two such fields are gauge equivalent exactly when a single group element conjugates both loops of the first into those of the second.

## Bands without Berry curvature on a mesh

For an isolated group of bands on a two-dimensional k-mesh, parallel transport between neighbouring k-points is a unitary matrix, the link. Choosing another orthonormal basis of the band subspace at each k-point changes the links but not the physics. If transport around every elementary square is trivial, what gauge-invariant information is left?

The answer lies in the two loops that wind around the Brillouin zone. In electronic structure their eigenvalue phases give hybrid Wannier centres. For a finite mesh with exactly trivial plaquettes, the result says when two sets of links differ only by the choice of basis. The passage from a smooth Berry connection to links on a mesh is not part of the model.

## Links, frames and loops

Write X(i,j) for the link from (i,j) to (i+1,j), and Y(i,j) for the link from (i,j) to (i,j+1). Indices are read modulo N and M, and products follow the path from left to right. Flatness means

X(i,j) Y(i+1,j) X(i,j+1)⁻¹ Y(i,j)⁻¹ = 1.

A gauge transformation g acts by

X(i,j) → g(i,j)⁻¹ X(i,j) g(i+1,j),
Y(i,j) → g(i,j)⁻¹ Y(i,j) g(i,j+1).

The loops are

W_x = X(0,0) X(1,0) … X(N−1,0),
W_y = Y(0,0) Y(0,1) … Y(0,M−1).

They are group elements; many texts reserve "Wilson loop" for the trace.

## Two routes to the far corner

For integers a, b ≥ 0, let T(a,b) be the transport from the origin by a steps along x and then b steps along y. By definition T(a,b+1) = T(a,b) Y(a,b). Flatness also gives

T(a+1,b) = T(a,b) X(a,b).

This is clear for b = 0, and if it holds for b, then

T(a+1,b+1) = T(a,b) X(a,b) Y(a+1,b)
= T(a,b) Y(a,b) X(a,b+1)
= T(a,b+1) X(a,b+1).

Going once around the torus multiplies T on the left:

T(N,b) = W_x T(0,b), T(a,M) = W_y T(a,0).

The first holds because Y(N,k) = Y(0,k). The second holds at a = 0, and each further x step multiplies both sides by the same link, since X(a,M) = X(a,0). At the corner (N,M) the two rules give

W_x W_y = T(N,M) = W_y W_x.

## A common conjugator builds the gauge transformation

Under a gauge transformation the intermediate factors g cancel along each loop, so both loops are conjugated by g(0,0).

Conversely, let A and B be flat, with W(B) = h⁻¹ W(A) h for both loops and the same h. Define

R(a,b) = T_A(a,b)⁻¹ h T_B(a,b).

Then

R(N,b) = T_A(0,b)⁻¹ W_x(A)⁻¹ h W_x(B) T_B(0,b) = R(0,b),

and likewise R(a,M) = R(a,0). Set g(i,j) = R(i,j) for 0 ≤ i < N and 0 ≤ j < M. The last two identities make g match across the seams, so on every x link

g(i,j)⁻¹ X_A(i,j) g(i+1,j)
= T_B⁻¹ h⁻¹ T_A X_A · X_A⁻¹ T_A⁻¹ h T_B X_B
= X_B(i,j),

with all quantities on the right of the first equality taken at (i,j). The y links work the same way.

## Every commuting pair occurs, and the pairing matters

Given ab = ba, put X(N−1,j) = a, Y(i,M−1) = b and all other links equal to 1. Each plaquette is a commutator of 1 or a with 1 or b, hence trivial, and the loops are a and b.

Now let the group consist of all permutations of three objects, and let c permute the three cyclically. In this group c is conjugate to c⁻¹, so the loop pairs (c, c) and (c, c⁻¹) agree up to conjugacy loop by loop. A common conjugator would send c to both c and c⁻¹, forcing c = c⁻¹, which is false. Comparing the two loops separately can therefore miss a gauge-invariant difference.

## The Lean file

```lean
import Mathlib

namespace FlatTorusWilsonLoops

/-- A lattice gauge field on the periodic N by M lattice: `x i j` is the link from
`(i, j)` to `(i + 1, j)`, and `y i j` the link from `(i, j)` to `(i, j + 1)`. -/
@[ext] structure LinkField (N M : ℕ) (G : Type*) where
  x : ZMod N → ZMod M → G
  y : ZMod N → ZMod M → G

variable {G : Type*} [Group G] {N M : ℕ}

/-- The holonomy around the elementary square with lower left corner `(i, j)`. -/
def plaquette (A : LinkField N M G) (i : ZMod N) (j : ZMod M) : G :=
  A.x i j * A.y (i + 1) j * (A.x i (j + 1))⁻¹ * (A.y i j)⁻¹

/-- A field is flat when all its plaquettes are trivial. -/
def IsFlat (A : LinkField N M G) : Prop := ∀ i j, plaquette A i j = 1

/-- A change of local frame `g` acts on each link at its two ends. -/
def gaugeTransform (g : ZMod N → ZMod M → G) (A : LinkField N M G) : LinkField N M G where
  x i j := (g i j)⁻¹ * A.x i j * g (i + 1) j
  y i j := (g i j)⁻¹ * A.y i j * g i (j + 1)

/-- Two fields are gauge equivalent when a change of local frames turns one into the other. -/
def GaugeEquivalent (A B : LinkField N M G) : Prop := ∃ g, B = gaugeTransform g A

/-- The straight Wilson loop through the origin in the x direction. -/
def wilsonX (A : LinkField N M G) : G := ((List.range N).map fun k : ℕ => A.x k 0).prod

/-- The straight Wilson loop through the origin in the y direction. -/
def wilsonY (A : LinkField N M G) : G := ((List.range M).map fun k : ℕ => A.y 0 k).prod

/-- Transport from the origin by `a` steps along x, followed by `b` steps along y. -/
def transport (A : LinkField N M G) (a b : ℕ) : G :=
  ((List.range a).map fun k : ℕ => A.x k 0).prod *
    ((List.range b).map fun k : ℕ => A.y a k).prod

/-- The frame change that compares the transports of two fields, starting from `h` at the
origin. -/
def relativeFrame (A B : LinkField N M G) (h : G) (a b : ℕ) : G :=
  (transport A a b)⁻¹ * h * transport B a b

/-- In a flat field the two paths across an elementary square give the same transport. -/
theorem flat_square {A : LinkField N M G} (hA : IsFlat A) (i : ZMod N) (j : ZMod M) :
    A.x i j * A.y (i + 1) j = A.y i j * A.x i (j + 1) := by
  have h := hA i j
  unfold plaquette at h
  rw [mul_inv_eq_one, mul_inv_eq_iff_eq_mul] at h
  exact h

/-- In a flat field, transport from the origin is extended by one link when the end point moves one
step along y, and likewise when it moves one step along x. -/
theorem transport_step {A : LinkField N M G} (hA : IsFlat A) (a b : ℕ) :
    transport A a (b + 1) = transport A a b * A.y a b ∧
      transport A (a + 1) b = transport A a b * A.x a b := by
  have hy : ∀ a b : ℕ, transport A a (b + 1) = transport A a b * A.y a b := by
    intro a b
    simp [transport, List.range_succ, mul_assoc]
  refine ⟨hy a b, ?_⟩
  -- move the x link upward through one row of squares at a time
  induction b with
  | zero => simp [transport, List.range_succ]
  | succ b ih =>
    rw [hy (a + 1) b, ih, hy a b]
    push_cast
    simp only [mul_assoc, flat_square hA]

/-- In a flat field, going once around the torus multiplies the transport from the left by
the corresponding Wilson loop. -/
theorem transport_wrap {A : LinkField N M G} (hA : IsFlat A) (a b : ℕ) :
    transport A N b = wilsonX A * transport A 0 b ∧
      transport A a M = wilsonY A * transport A a 0 := by
  constructor
  · simp [transport, wilsonX]
  · induction a with
    | zero => simp [transport, wilsonY]
    | succ a ih =>
      rw [(transport_step hA a M).2, ih, (transport_step hA a 0).2]
      simp [mul_assoc]

/-- The two straight Wilson loops at the origin of a flat field commute. -/
theorem wilson_loops_commute {A : LinkField N M G} (hA : IsFlat A) :
    wilsonX A * wilsonY A = wilsonY A * wilsonX A := by
  -- transport to the corner (N, M), evaluated in two ways
  have h1 := (transport_wrap hA N M).1
  have h2 := (transport_wrap hA N M).2
  have e1 : transport A 0 M = wilsonY A := by simp [transport, wilsonY]
  have e2 : transport A N 0 = wilsonX A := by simp [transport, wilsonX]
  rw [e1] at h1
  rw [e2] at h2
  exact h1.symm.trans h2

/-- A gauge transformation conjugates both Wilson loops by its value at the origin. -/
theorem wilson_gaugeTransform (g : ZMod N → ZMod M → G) (A : LinkField N M G) :
    wilsonX (gaugeTransform g A) = (g 0 0)⁻¹ * wilsonX A * g 0 0 ∧
      wilsonY (gaugeTransform g A) = (g 0 0)⁻¹ * wilsonY A * g 0 0 := by
  -- the frames at intermediate sites cancel
  have tele : ∀ (u f : ℕ → G) (n : ℕ),
      ((List.range n).map fun k => (f k)⁻¹ * u k * f (k + 1)).prod =
        (f 0)⁻¹ * ((List.range n).map u).prod * f n := by
    intro u f n
    induction n with
    | zero => simp
    | succ n ih =>
      rw [List.range_succ, List.map_append, List.prod_append, ih, List.map_append,
        List.prod_append]
      simp [mul_assoc]
  constructor
  · have h := tele (fun k => A.x k 0) (fun k => g k 0) N
    simpa [wilsonX, gaugeTransform] using h
  · have h := tele (fun k => A.y 0 k) (fun k => g 0 k) M
    simpa [wilsonY, gaugeTransform] using h

/-- A function of the step number that takes equal values at 0 and n respects the step
across the seam of a ring of n sites, n at least 1. -/
theorem periodic_step {α : Type*} {n : ℕ} [NeZero n] (f : ℕ → α) (hf : f n = f 0)
    (i : ZMod n) : f (i + 1).val = f (i.val + 1) := by
  have hi : i + 1 = ((i.val + 1 : ℕ) : ZMod n) := by
    rw [Nat.cast_add, ZMod.natCast_zmod_val, Nat.cast_one]
  rw [hi, ZMod.val_natCast]
  rcases Nat.lt_or_ge (i.val + 1) n with h | h
  · rw [Nat.mod_eq_of_lt h]
  · have hn : i.val + 1 = n := by
      have := ZMod.val_lt i
      omega
    rw [hn, Nat.mod_self, hf]

/-- Two flat fields on a torus with N, M at least 1 are gauge equivalent exactly when one
group element conjugates both Wilson loops of the first into those of the second. -/
theorem gaugeEquivalent_iff [NeZero N] [NeZero M] {A B : LinkField N M G}
    (hA : IsFlat A) (hB : IsFlat B) :
    GaugeEquivalent A B ↔
      ∃ h : G, wilsonX B = h⁻¹ * wilsonX A * h ∧ wilsonY B = h⁻¹ * wilsonY A * h := by
  constructor
  · rintro ⟨g, rfl⟩
    exact ⟨g 0 0, wilson_gaugeTransform g A⟩
  · rintro ⟨h, hx, hy⟩
    -- the relative frame is periodic because h conjugates both loops
    have px : ∀ b, relativeFrame A B h N b = relativeFrame A B h 0 b := by
      intro b
      unfold relativeFrame
      rw [(transport_wrap hA 0 b).1, (transport_wrap hB 0 b).1, hx]
      group
    have py : ∀ a, relativeFrame A B h a M = relativeFrame A B h a 0 := by
      intro a
      unfold relativeFrame
      rw [(transport_wrap hA a 0).2, (transport_wrap hB a 0).2, hy]
      group
    refine ⟨fun i j => relativeFrame A B h i.val j.val, ?_⟩
    apply LinkField.ext
    · funext i j
      have e : relativeFrame A B h (i + 1).val j.val = relativeFrame A B h (i.val + 1) j.val :=
        periodic_step (fun a => relativeFrame A B h a j.val) (px _) i
      simp only [gaugeTransform]
      rw [e]
      unfold relativeFrame
      rw [(transport_step hA _ _).2, (transport_step hB _ _).2]
      simp only [ZMod.natCast_zmod_val]
      group
    · funext i j
      have e : relativeFrame A B h i.val (j + 1).val = relativeFrame A B h i.val (j.val + 1) :=
        periodic_step (fun b => relativeFrame A B h i.val b) (py _) j
      simp only [gaugeTransform]
      rw [e]
      unfold relativeFrame
      rw [(transport_step hA _ _).1, (transport_step hB _ _).1]
      simp only [ZMod.natCast_zmod_val]
      group

/-- The field whose links are trivial except on two seams, where they equal `a` and `b`. -/
def seamField (a b : G) : LinkField N M G where
  x i _ := if i + 1 = 0 then a else 1
  y _ j := if j + 1 = 0 then b else 1

/-- For N, M at least 1, every commuting pair is the pair of Wilson loops of a flat field,
namely of the seam field. -/
theorem seamField_realises [NeZero N] [NeZero M] (a b : G) (hab : a * b = b * a) :
    IsFlat (seamField a b : LinkField N M G) ∧
      wilsonX (seamField a b : LinkField N M G) = a ∧
      wilsonY (seamField a b : LinkField N M G) = b := by
  -- only the last link of a loop crosses the seam
  have key : ∀ (n : ℕ) [NeZero n] (c : G),
      ((List.range n).map fun k : ℕ => if (k : ZMod n) + 1 = 0 then c else 1).prod = c := by
    intro n _ c
    rcases n with _ | m
    · exact absurd rfl (NeZero.ne (0 : ℕ))
    · have hm : (m : ZMod (m + 1)) + 1 = 0 := by
        have h := ZMod.natCast_self (m + 1)
        rwa [Nat.cast_add, Nat.cast_one] at h
      have h1 : ((List.range m).map fun k : ℕ =>
          if (k : ZMod (m + 1)) + 1 = 0 then c else 1).prod = 1 := by
        apply List.prod_eq_one
        intro z hz
        obtain ⟨k, hk, rfl⟩ := List.mem_map.1 hz
        have hk' := List.mem_range.1 hk
        refine if_neg fun h => ?_
        have h0 : ((k + 1 : ℕ) : ZMod (m + 1)) = 0 := by
          rw [Nat.cast_add, Nat.cast_one]
          exact h
        have hd := (CharP.cast_eq_zero_iff (ZMod (m + 1)) (m + 1) (k + 1)).1 h0
        have := Nat.le_of_dvd (by omega) hd
        omega
      rw [List.range_succ, List.map_append, List.prod_append, h1]
      simp [hm]
  refine ⟨fun i j => ?_, key N a, key M b⟩
  simp only [plaquette, seamField]
  split_ifs <;> simp [hab]

/-- Conjugacy of each loop separately is not enough. For N, M at least 1 and `c` the cyclic
permutation 0 → 1 → 2 → 0, the seam fields of `(c, c)` and `(c, c⁻¹)` are flat and their loops are
conjugate one by one, but the fields are not gauge equivalent. -/
theorem separate_conjugacy_insufficient [NeZero N] [NeZero M] (c : Equiv.Perm (Fin 3))
    (hc : c = Equiv.swap 0 1 * Equiv.swap 1 2)
    (A B : LinkField N M (Equiv.Perm (Fin 3)))
    (hA : A = seamField c c) (hB : B = seamField c c⁻¹) :
    IsFlat A ∧ IsFlat B ∧ IsConj (wilsonX A) (wilsonX B) ∧
      IsConj (wilsonY A) (wilsonY B) ∧ ¬ GaugeEquivalent A B := by
  obtain ⟨fA, ax, ay⟩ := seamField_realises (N := N) (M := M) c c rfl
  obtain ⟨fB, bx, b_y⟩ := seamField_realises (N := N) (M := M) c c⁻¹ (by simp)
  rw [← hA] at fA ax ay
  rw [← hB] at fB bx b_y
  refine ⟨fA, fB, ?_, ?_, ?_⟩
  · rw [ax, bx]
  · rw [ay, b_y, hc]
    exact isConj_iff.2 ⟨Equiv.swap 0 1, by decide⟩
  · rw [gaugeEquivalent_iff fA fB, ax, ay, bx, b_y]
    rintro ⟨h, h1, h2⟩
    -- a common conjugator would force c to be its own inverse
    have h3 : c = c⁻¹ := h1.trans h2.symm
    rw [hc] at h3
    exact absurd h3 (by decide)

end FlatTorusWilsonLoops
```

```lean
#print axioms FlatTorusWilsonLoops.wilson_loops_commute
-- 'FlatTorusWilsonLoops.wilson_loops_commute' depends on axioms: [propext, Quot.sound]
#print axioms FlatTorusWilsonLoops.separate_conjugacy_insufficient
-- 'FlatTorusWilsonLoops.separate_conjugacy_insufficient' depends on axioms: [propext, Classical.choice, Quot.sound]
```

## Reading the theorems

`LinkField N M G` holds the two link functions, with sites in `ZMod N` and `ZMod M`; the group `G` may be finite, a matrix group or any other. `IsFlat` is an exact equation at every plaquette. `GaugeEquivalent A B` asks for a periodic `g` that turns `A` into `B`. The hypotheses `[NeZero N]` and `[NeZero M]` say that N, M ≥ 1. Size 1 is allowed, and a link in that direction then starts and ends at the same site.

`wilson_loops_commute` is the commutation result, `gaugeEquivalent_iff` the criterion for equivalence, and `seamField_realises` the existence of a flat field for each commuting pair. Together they give the classification in the title.

## From the lemmas to the classification

`flat_square` rearranges the plaquette equation into the exchange of two paths. `transport_step` uses it in an induction on `b`, one row of squares at a time. `transport_wrap` proves the two winding rules, the second by induction on `a`, and `wilson_loops_commute` compares them at the corner.

In `wilson_gaugeTransform`, the auxiliary statement `tele` is the telescoping product. For the converse, `relativeFrame` is R, and `px` and `py` are its two seam identities. `periodic_step` turns these into the correct value at the next site, separating an interior step from the one that returns to 0. The `group` tactic then carries out the cancellations on each link.

In `seamField_realises`, `key` shows that only the last link of a loop contributes, and `split_ifs` runs through the four kinds of plaquette. `separate_conjugacy_insufficient` applies the criterion to the two seam fields; `decide` checks the conjugation of c into c⁻¹ and the inequality c ≠ c⁻¹ by finite computation.
